# Traceless diagonal coupling of two spins 1/2 acts on the triplet as a D, E zero-field splitting

## From a computed tensor to D and E

To report the zero-field splitting of a triplet from a computed spin–spin tensor, one diagonalises the tensor, gives the label \(z\) to the principal value of largest magnitude, and converts the three principal values into \(D\) and \(E\). One must also know whether the tensor multiplies the two individual spins or the total spin, because the two conventions differ by a factor of two.

The magnetic dipole interaction of two spins has the form \(\sum_{ab}T_{ab}\,s_{1a}s_{2b}\). For point dipoles whose moments are proportional to their spins (isotropic g factors), separated along the unit vector \(n\), \(T_{ab}\) is proportional to \(\delta_{ab}-3n_an_b\), which is symmetric and has trace \(3-3=0\). These two properties are all that is used of the dipole interaction below.

For a triplet in electronic structure theory, the result converts the spin–spin tensor into \(D\) and \(E\) within a model of two spins 1/2 with a given tensor. It neither computes the tensor from a wavefunction nor includes spin–orbit contributions.

## The operators and the claims

Spins are in units of \(\hbar\), and \(T\) carries the energy unit. The indices \(a,b\) take the values 0, 1, 2 for the Cartesian directions, as in Lean's `Fin 3`. The letters \(x,y,z\) denote the principal values of \(T\). In the comments of the Lean file they also serve as subscripts for the directions 0, 1, 2, and the spin-1 matrices, called \(J_a\) here, are written \(S_x,S_y,S_z\) there.

- `spinHalf` holds the spin-1/2 matrices \(s_a\). The spins of the pair are \(s_{1a}=s_a\otimes 1\) and \(s_{2a}=1\otimes s_a\), written `s1` and `s2`, and `total` is \(S_a=s_{1a}+s_{2a}\).
- `coupling T A B` is \(A\cdot T\cdot B=\sum_{ab}T_{ab}A_aB_b\), with a real \(3\times3\) matrix \(T\). The hypothesis `T.IsSymm` says that \(T\) is symmetric.
- `spinOne` holds the spin-1 matrices in the Cartesian basis, \((J_a)_{jk}=-i\varepsilon_{ajk}\), where \(\varepsilon\) is the Levi-Civita symbol.
- `zfs D E` is \(H(D,E)=D(J_2^2-\tfrac23)+E(J_0^2-J_1^2)\). The parameters are `axialD z`, \(D=3z/2\), and `rhombicE x y`, \(E=(x-y)/2\).
- `triplet` is a \(4\times3\) matrix \(V\) with columns
\[
v_0=\downarrow\downarrow-\uparrow\uparrow,\qquad v_1=i(\uparrow\uparrow+\downarrow\downarrow),\qquad v_2=\uparrow\downarrow+\downarrow\uparrow .
\]
Each column has squared norm 2, so the normalised triplet states are \(v_k/\sqrt2\).

For symmetric \(T\), the theorem `dipolar_eq_half_total_iff` states that \(s_1\cdot T\cdot s_2=\tfrac12\,S\cdot T\cdot S\) holds exactly when \(\operatorname{tr}T=0\). This is an identity on the whole four-dimensional space, singlet included.

For \(x+y+z=0\), `principal_axes_eq_zfs` states that \(xJ_0^2+yJ_1^2+zJ_2^2=H(D,E)\), and `dipolar_on_triplet` states that \(s_1\cdot T\cdot s_2\) with \(T=\mathrm{diag}(x,y,z)\) acts on the triplet as \(\tfrac12H(D,E)\). Here \(T\) is already in its principal axes; the rotation that brings it there is left to the user.

Under the same condition, `rhombicity_bound_iff` states that \(|E|\le|D|/3\) holds exactly when neither \(|x|\) nor \(|y|\) exceeds \(|z|\). By `rhombicity_extreme_iff`, equality holds exactly when \(x=0\) or \(y=0\).

## Why the trace decides the factor-of-two identity

The product of two spin-1/2 matrices is
\[
s_as_b=\tfrac14\delta_{ab}+\tfrac i2\sum_c\varepsilon_{abc}s_c .
\]
Contracted with a symmetric \(T\), the antisymmetric second term vanishes, so \(s\cdot T\cdot s=\tfrac14\operatorname{tr}T\). A single spin 1/2 therefore has no quadratic splitting.

For the pair,
\[
S\cdot T\cdot S=s_1\cdot T\cdot s_1+s_1\cdot T\cdot s_2+s_2\cdot T\cdot s_1+s_2\cdot T\cdot s_2 .
\]
The first and last terms are each \(\tfrac14\operatorname{tr}T\). The two cross terms agree, because the spins commute and \(T\) is symmetric:
\[
\sum_{ab}T_{ab}s_{2a}s_{1b}=\sum_{ab}T_{ba}s_{1b}s_{2a}=s_1\cdot T\cdot s_2 .
\]
Hence
\[
S\cdot T\cdot S=2\,s_1\cdot T\cdot s_2+\tfrac12\operatorname{tr}T .
\]
Half of this differs from \(s_1\cdot T\cdot s_2\) by the constant \(\tfrac14\operatorname{tr}T\), which is zero exactly when \(T\) is traceless.

## The spin-1 form and its levels

From \((J_a)_{jk}=-i\varepsilon_{ajk}\) one finds
\[
(J_aJ_b)_{jk}=\sum_l\varepsilon_{ajl}\varepsilon_{bkl}=\delta_{ab}\delta_{jk}-\delta_{ak}\delta_{bj}.
\]
Contraction with \(T_{ab}\) gives \(J\cdot T\cdot J=\operatorname{tr}T-T^{\mathsf T}\), and \(T=1\) gives \(J_0^2+J_1^2+J_2^2=2\).

Now let \(x+y=-z\). Splitting the first two terms into their mean and difference gives
\[
xJ_0^2+yJ_1^2=-\tfrac z2(J_0^2+J_1^2)+\tfrac{x-y}2(J_0^2-J_1^2).
\]
Replacing \(J_0^2+J_1^2\) by \(2-J_2^2\) and adding \(zJ_2^2\) yields
\[
\tfrac{3z}2J_2^2-z+\tfrac{x-y}2(J_0^2-J_1^2)=D(J_2^2-\tfrac23)+E(J_0^2-J_1^2).
\]

For \(T=\mathrm{diag}(x,y,z)\), the matrix \(\operatorname{tr}T-T^{\mathsf T}\) is \(\mathrm{diag}(-x,-y,-z)\), so the levels can be read off:
\[
-x=\tfrac D3-E,\qquad -y=\tfrac D3+E,\qquad -z=-\tfrac{2D}3 .
\]

## Carrying the result to the pair

Acting with the total spin on the three columns gives
\[
\begin{aligned}
S_0v_0&=0, & S_0v_1&=iv_2, & S_0v_2&=-iv_1,\\
S_1v_0&=-iv_2, & S_1v_1&=0, & S_1v_2&=iv_0,\\
S_2v_0&=iv_1, & S_2v_1&=-iv_0, & S_2v_2&=0 .
\end{aligned}
\]
In matrix form this is \(S_aV=VJ_a\). Applying it twice gives \(S_aS_bV=S_aVJ_b=VJ_aJ_b\), so for traceless \(T=\mathrm{diag}(x,y,z)\)
\[
(s_1\cdot T\cdot s_2)V=\tfrac12(S\cdot T\cdot S)V=V\,\tfrac12H(D,E).
\]
The triplet levels of the pair are therefore \(-x/2,-y/2,-z/2\). If \(T\) multiplies the individual spins, the observed splitting parameters are \(D/2=3z/4\) and \(E/2=(x-y)/4\).

## The size of E

With \(z=-(x+y)\),
\[
\left(\tfrac D3\right)^2-E^2=\tfrac{(x+y)^2-(x-y)^2}4=xy .
\]
So \(|E|\le|D|/3\) means \(xy\ge0\), and equality means \(xy=0\).

If \(xy\ge0\), then \(|z|=|x|+|y|\), which is at least as large as \(|x|\) and \(|y|\). If \(xy<0\), then \(|z|=\big||x|-|y|\big|\), which is smaller than the larger of the two. The bound therefore expresses the choice of axis label and adds no further restriction on the interaction.

## The Lean file

```lean
import Mathlib

open Matrix
open scoped Kronecker

namespace SpinDipolarCoupling

noncomputable section

/-- The bilinear coupling `A·T·B = ∑ T_ab A_a B_b` of two vector operators through a real
3×3 tensor `T`. -/
def coupling {n : Type*} [Fintype n] (T : Matrix (Fin 3) (Fin 3) ℝ)
    (A B : Fin 3 → Matrix n n ℂ) : Matrix n n ℂ :=
  ∑ a, ∑ b, (T a b : ℂ) • (A a * B b)

/-- The spin-1/2 matrices `s_x, s_y, s_z`, in units of ħ. -/
def spinHalf : Fin 3 → Matrix (Fin 2) (Fin 2) ℂ :=
  ![!![0, 1 / 2; 1 / 2, 0], !![0, -Complex.I / 2; Complex.I / 2, 0], !![1 / 2, 0; 0, -1 / 2]]

/-- The first spin of a pair of spins 1/2. -/
def s1 (a : Fin 3) : Matrix (Fin 2 × Fin 2) (Fin 2 × Fin 2) ℂ := spinHalf a ⊗ₖ 1

/-- The second spin of a pair of spins 1/2. -/
def s2 (a : Fin 3) : Matrix (Fin 2 × Fin 2) (Fin 2 × Fin 2) ℂ := 1 ⊗ₖ spinHalf a

/-- The total spin `S = s₁ + s₂` of the pair. -/
def total (a : Fin 3) : Matrix (Fin 2 × Fin 2) (Fin 2 × Fin 2) ℂ := s1 a + s2 a

/-- The spin-1 matrices `S_x, S_y, S_z` in the Cartesian basis, in units of ħ. -/
def spinOne : Fin 3 → Matrix (Fin 3) (Fin 3) ℂ :=
  ![!![0, 0, 0; 0, 0, -Complex.I; 0, Complex.I, 0],
    !![0, 0, Complex.I; 0, 0, 0; -Complex.I, 0, 0],
    !![0, -Complex.I, 0; Complex.I, 0, 0; 0, 0, 0]]

/-- The Cartesian triplet states of the pair as columns, each of squared norm 2:
`↓↓ - ↑↑`, `i(↑↑ + ↓↓)` and `↑↓ + ↓↑`. -/
def triplet : Matrix (Fin 2 × Fin 2) (Fin 3) ℂ :=
  Matrix.of fun p => ![![![-1, Complex.I, 0], ![0, 0, 1]],
    ![![0, 0, 1], ![1, Complex.I, 0]]] p.1 p.2

/-- The axial zero-field splitting parameter `D = 3z/2`. -/
def axialD (z : ℝ) : ℝ := 3 * z / 2

/-- The rhombic zero-field splitting parameter `E = (x - y)/2`. -/
def rhombicE (x y : ℝ) : ℝ := (x - y) / 2

/-- The spin-1 zero-field splitting Hamiltonian `D(S_z² - 2/3) + E(S_x² - S_y²)`. -/
def zfs (D E : ℝ) : Matrix (Fin 3) (Fin 3) ℂ :=
  (D : ℂ) • (spinOne 2 * spinOne 2 - (2 / 3 : ℂ) • (1 : Matrix (Fin 3) (Fin 3) ℂ)) +
    (E : ℂ) • (spinOne 0 * spinOne 0 - spinOne 1 * spinOne 1)

/-- For a single spin 1/2 and a symmetric tensor `T`, the quadratic coupling `s·T·s` is the
constant `tr T / 4`. -/
theorem single_spin_half (T : Matrix (Fin 3) (Fin 3) ℝ) (hT : T.IsSymm) :
    coupling T spinHalf spinHalf = ((T.trace : ℂ) / 4) • 1 := by
  have h1 := hT.apply 0 1
  have h2 := hT.apply 0 2
  have h3 := hT.apply 1 2
  ext i j
  fin_cases i <;> fin_cases j <;>
    simp [coupling, spinHalf, Fin.sum_univ_three, Matrix.trace_fin_three, h1, h2, h3] <;>
    ring_nf <;> simp only [Complex.I_sq] <;> ring

/-- For two spins 1/2 and a symmetric tensor `T`, `S·T·S = 2 s₁·T·s₂ + tr T / 2`. -/
theorem total_coupling (T : Matrix (Fin 3) (Fin 3) ℝ) (hT : T.IsSymm) :
    coupling T total total = (2 : ℂ) • coupling T s1 s2 + ((T.trace : ℂ) / 2) • 1 := by
  -- each spin coupled to itself gives a constant
  have h11 : coupling T s1 s1 = ((T.trace : ℂ) / 4) • 1 := by
    have h : coupling T s1 s1 = coupling T spinHalf spinHalf ⊗ₖ 1 := by
      simp only [coupling, s1, Fin.sum_univ_three, Matrix.add_kronecker,
        Matrix.smul_kronecker, ← Matrix.mul_kronecker_mul, mul_one]
    rw [h, single_spin_half T hT, Matrix.smul_kronecker, Matrix.one_kronecker_one]
  have h22 : coupling T s2 s2 = ((T.trace : ℂ) / 4) • 1 := by
    have h : coupling T s2 s2 = 1 ⊗ₖ coupling T spinHalf spinHalf := by
      simp only [coupling, s2, Fin.sum_univ_three, Matrix.kronecker_add,
        Matrix.kronecker_smul, ← Matrix.mul_kronecker_mul, mul_one]
    rw [h, single_spin_half T hT, Matrix.kronecker_smul, Matrix.one_kronecker_one]
  -- the two cross terms agree, since the spins commute and `T` is symmetric
  have h21 : coupling T s2 s1 = coupling T s1 s2 := by
    unfold coupling
    rw [Finset.sum_comm]
    refine Finset.sum_congr rfl fun b _ => Finset.sum_congr rfl fun a _ => ?_
    have hc : s2 a * s1 b = s1 b * s2 a := by
      simp only [s1, s2, ← Matrix.mul_kronecker_mul, mul_one, one_mul]
    rw [hc, hT.apply b a]
  have hsum : coupling T total total =
      coupling T s1 s1 + coupling T s1 s2 + coupling T s2 s1 + coupling T s2 s2 := by
    simp only [coupling, total, add_mul, mul_add, smul_add, Finset.sum_add_distrib]
    abel
  rw [hsum, h11, h22, h21]
  module

/-- For two spins 1/2 and a symmetric tensor `T`, `s₁·T·s₂ = S·T·S / 2` holds exactly when
`T` is traceless. -/
theorem dipolar_eq_half_total_iff (T : Matrix (Fin 3) (Fin 3) ℝ) (hT : T.IsSymm) :
    coupling T s1 s2 = (1 / 2 : ℂ) • coupling T total total ↔ T.trace = 0 := by
  rw [total_coupling T hT]
  constructor
  · intro h
    have h0 : ((T.trace : ℂ) / 4) • (1 : Matrix (Fin 2 × Fin 2) (Fin 2 × Fin 2) ℂ) = 0 := by
      linear_combination (norm := module) (-1 : ℂ) • h
    have h1 := (smul_eq_zero.mp h0).resolve_right one_ne_zero
    have h2 : (T.trace : ℂ) = 0 := by linear_combination 4 * h1
    exact_mod_cast h2
  · intro h
    simp only [h, Complex.ofReal_zero]
    module

/-- The spin-1 matrices obey the angular momentum commutation relations, and
`S_x² + S_y² + S_z² = 2`. -/
theorem spinOne_algebra :
    (∀ a, spinOne a * spinOne (a + 1) - spinOne (a + 1) * spinOne a =
      Complex.I • spinOne (a + 2)) ∧
    spinOne 0 * spinOne 0 + spinOne 1 * spinOne 1 + spinOne 2 * spinOne 2 = (2 : ℂ) • 1 := by
  constructor
  · intro a
    ext i j
    fin_cases a <;> fin_cases i <;> fin_cases j <;> simp [spinOne]
  · ext i j
    fin_cases i <;> fin_cases j <;> simp [spinOne] <;> norm_num

/-- In the Cartesian basis the spin-1 coupling `S·T·S` is the matrix `tr T - Tᵀ`. -/
theorem spinOne_coupling (T : Matrix (Fin 3) (Fin 3) ℝ) :
    coupling T spinOne spinOne = (T.trace : ℂ) • 1 - Tᵀ.map Complex.ofReal := by
  ext i j
  fin_cases i <;> fin_cases j <;>
    simp [coupling, spinOne, Fin.sum_univ_three, Matrix.trace_fin_three] <;> ring

/-- For spin 1 and `x + y + z = 0`, `x S_x² + y S_y² + z S_z²` equals
`D(S_z² - 2/3) + E(S_x² - S_y²)` with `D = 3z/2` and `E = (x - y)/2`. -/
theorem principal_axes_eq_zfs (x y z : ℝ) (h : x + y + z = 0) :
    (x : ℂ) • (spinOne 0 * spinOne 0) + (y : ℂ) • (spinOne 1 * spinOne 1) +
      (z : ℂ) • (spinOne 2 * spinOne 2) = zfs (axialD z) (rhombicE x y) := by
  obtain rfl : z = -x - y := by linarith
  unfold zfs axialD rhombicE
  push_cast
  -- `S² = 2` trades `S_x² + S_y²` for `S_z²`
  linear_combination (norm := module) (((x : ℂ) + y) / 2) • spinOne_algebra.2

/-- The total spin of the pair acts on the triplet states as a spin 1, and these states are
mutually orthogonal with squared norm 2. -/
theorem total_mul_triplet :
    (∀ a, total a * triplet = triplet * spinOne a) ∧ tripletᴴ * triplet = (2 : ℂ) • 1 := by
  constructor
  · intro a
    ext ⟨i, j⟩ k
    fin_cases a <;> fin_cases i <;> fin_cases j <;> fin_cases k <;>
      simp [total, s1, s2, spinHalf, spinOne, triplet, Matrix.mul_apply,
        Fintype.sum_prod_type, Fin.sum_univ_three, Matrix.one_apply] <;>
      ring_nf
  · ext i j
    fin_cases i <;> fin_cases j <;>
      simp [triplet, Matrix.mul_apply, Fintype.sum_prod_type] <;> norm_num

/-- On the triplet states of two spins 1/2, the coupling `s₁·T·s₂` with `T = diag(x, y, z)`
traceless acts as half of `D(S_z² - 2/3) + E(S_x² - S_y²)`, `D = 3z/2`, `E = (x - y)/2`. -/
theorem dipolar_on_triplet (x y z : ℝ) (h : x + y + z = 0) :
    coupling (Matrix.diagonal ![x, y, z]) s1 s2 * triplet =
      triplet * ((1 / 2 : ℂ) • zfs (axialD z) (rhombicE x y)) := by
  have htr : (Matrix.diagonal ![x, y, z]).trace = 0 := by
    simpa [Fin.sum_univ_three] using h
  have hd : coupling (Matrix.diagonal ![x, y, z]) spinOne spinOne =
      zfs (axialD z) (rhombicE x y) := by
    rw [← principal_axes_eq_zfs x y z h]
    simp [coupling, Fin.sum_univ_three]
  rw [(dipolar_eq_half_total_iff _ (Matrix.isSymm_diagonal _)).mpr htr, ← hd,
    Matrix.smul_mul, Matrix.mul_smul]
  congr 1
  -- move both total spin operators through the triplet embedding
  simp only [coupling, Matrix.sum_mul, Matrix.mul_sum, Matrix.smul_mul, Matrix.mul_smul]
  refine Finset.sum_congr rfl fun a _ => Finset.sum_congr rfl fun b _ => ?_
  rw [Matrix.mul_assoc, total_mul_triplet.1 b, ← Matrix.mul_assoc, total_mul_triplet.1 a,
    Matrix.mul_assoc]

/-- For `x + y + z = 0`, the bound `|E| ≤ |D|/3` holds exactly when `z` is a principal value
of largest magnitude. -/
theorem rhombicity_bound_iff (x y z : ℝ) (h : x + y + z = 0) :
    |rhombicE x y| ≤ |axialD z| / 3 ↔ |x| ≤ |z| ∧ |y| ≤ |z| := by
  unfold rhombicE axialD
  rcases abs_cases ((x - y) / 2) with ⟨h1, h1'⟩ | ⟨h1, h1'⟩ <;>
  rcases abs_cases (3 * z / 2) with ⟨h2, h2'⟩ | ⟨h2, h2'⟩ <;>
  rcases abs_cases x with ⟨h3, h3'⟩ | ⟨h3, h3'⟩ <;>
  rcases abs_cases y with ⟨h4, h4'⟩ | ⟨h4, h4'⟩ <;>
  rcases abs_cases z with ⟨h5, h5'⟩ | ⟨h5, h5'⟩ <;>
  rw [h1, h2, h3, h4, h5] <;>
  exact ⟨fun _ => ⟨by linarith, by linarith⟩, fun ⟨_, _⟩ => by linarith⟩

/-- For `x + y + z = 0`, `|E| = |D|/3` holds exactly when `x` or `y` vanishes. -/
theorem rhombicity_extreme_iff (x y z : ℝ) (h : x + y + z = 0) :
    |rhombicE x y| = |axialD z| / 3 ↔ x = 0 ∨ y = 0 := by
  have hD : |axialD z| / 3 = |z / 2| := by
    rw [axialD, show 3 * z / 2 = 3 * (z / 2) by ring, abs_mul,
      abs_of_pos (by norm_num : (0 : ℝ) < 3)]
    ring
  -- compare squares: `z² - (x - y)² = 4xy`
  rw [hD, rhombicE, ← sq_eq_sq_iff_abs_eq_abs, ← mul_eq_zero]
  constructor <;> intro h'
  · linear_combination -h' + (x + y - z) / 4 * h
  · linear_combination -h' + (x + y - z) / 4 * h

end

end SpinDipolarCoupling
```

```lean
#print axioms SpinDipolarCoupling.spinOne_coupling
#print axioms SpinDipolarCoupling.dipolar_on_triplet
#print axioms SpinDipolarCoupling.rhombicity_bound_iff
#print axioms SpinDipolarCoupling.rhombicity_extreme_iff
```

```
'SpinDipolarCoupling.spinOne_coupling' depends on axioms: [propext, Classical.choice, Quot.sound]
'SpinDipolarCoupling.dipolar_on_triplet' depends on axioms: [propext, Classical.choice, Quot.sound]
'SpinDipolarCoupling.rhombicity_bound_iff' depends on axioms: [propext, Classical.choice, Quot.sound]
'SpinDipolarCoupling.rhombicity_extreme_iff' depends on axioms: [propext, Classical.choice, Quot.sound]
```

## How the lemmas carry out the derivation

`single_spin_half` compares the two sides entry by entry instead of using the product formula. The symmetry hypothesis enters through `h1`, `h2` and `h3`, which identify the off-diagonal elements of \(T\), and `Complex.I_sq` supplies \(i^2=-1\).

`total_coupling` follows the four-term expansion. The steps `h11` and `h22` pull the coupling of a spin to itself inside the Kronecker product and apply the single-spin lemma. The step `h21` equates the cross terms, with `hc` stating that the spins commute. The expansion itself is `hsum`, and `module` collects the coefficients.

In `dipolar_eq_half_total_iff`, the forward direction subtracts the common coupling and is left with \(\tfrac14\operatorname{tr}T\) times the identity matrix equal to zero. Since the identity matrix is nonzero, the trace vanishes. The converse substitutes zero for the trace.

`spinOne_algebra` checks the commutators and \(J^2=2\) on matrix entries. Its indices `a + 1` and `a + 2` are cyclic in `Fin 3`, so one formula covers all three commutators. `spinOne_coupling` is also checked on entries, and holds without assuming symmetry.

`principal_axes_eq_zfs` eliminates \(z\) and then adds \((x+y)/2\) times the identity \(J^2=2\). This is the replacement of \(J_0^2+J_1^2\) made above.

`total_mul_triplet` verifies the table of spin actions, together with \(V^\dagger V=2\). In `dipolar_on_triplet`, the trace criterion first replaces the pair coupling by half the total-spin coupling. The last rewriting moves \(S_b\) and then \(S_a\) through \(V\).

`rhombicity_bound_iff` takes a different route from the product \(xy\): it splits on the signs inside the five absolute values and settles each case by linear arithmetic. `rhombicity_extreme_iff` does compare squares, and reduces the equality to \(xy=0\).
